# If the error of a binary cluster expansion contains only clusters of k or more sites, its uniformly averaged squared flip errors sum to at least 4k times its mean square

A Monte Carlo run for a binary alloy at a fixed chemical-potential difference proposes to change the species on one site, and the energy difference enters the acceptance probability together with the chemical-potential term. If the energies come from a truncated cluster expansion, the root-mean-square error of the total energy does not by itself fix the error of these differences, but it can bound it from below.

Let the cell have $N$ sites with spins $s_i=\pm1$, and let $D(s)$ be the exact minus the truncated total energy. Write $s^i$ for the configuration $s$ with spin $i$ reversed, and $\langle\cdot\rangle$ for the average over all $2^N$ configurations with equal weight. If $D$ contains only clusters of at least $k$ sites, then
$$\sum_i\big\langle (D(s)-D(s^i))^2\big\rangle\;\ge\;4k\,\langle D^2\rangle .$$
The root-mean-square flip error, averaged over sites as well, is therefore at least $2\sqrt{k/N}$ times that of the total energy. Take $N=32$, $k=3$ and an error of 1 meV per site. The root-mean-square error is then 32 meV for the total energy, and at least $2\sqrt{3/32}\times 32\approx 19.6$ meV for the flip energies, averaged over configurations and sites.

Each condition behind this bound is examined below; the examples of what goes wrong without it are worked in the text only.

## Spins take the values +1 and −1

The two values stand for the two species. In the code, `ι` is the set of sites, a configuration is a map `s : ι → ℤˣ` into the integer units $\pm1$, and a cluster is a finite set $S$ of sites. Its cluster function is $\Phi_S(s)=\prod_{i\in S}s_i$, equal to 1 for the empty cluster.

In Lean 4 with Mathlib:

```lean
import Mathlib

namespace ClusterFlipError

noncomputable section

variable {ι : Type*}

/-- The cluster function of a set `S` of sites: the product of the spins `±1` on `S`. -/
def cluster (S : Finset ι) (s : ι → ℤˣ) : ℝ := ∏ i ∈ S, ((s i : ℤ) : ℝ)
```

By hand, the values $\pm1$ are used twice. First, $s_i^2=1$ gives $\Phi_S^2=1$, which the next lemma proves factor by factor.

```lean
/-- The square of a cluster function is one in every spin configuration. -/
theorem cluster_mul_self (S : Finset ι) (s : ι → ℤˣ) :
    cluster S s * cluster S s = 1 := by
  rw [cluster, ← Finset.prod_mul_distrib]
  refine Finset.prod_eq_one fun i _ => ?_
  rcases Int.units_eq_one_or (s i) with h | h <;> simp [h]
```

Second, changing the species is a change of sign, so $\Phi_S(s^i)=-\Phi_S(s)$ if $i\in S$, and $\Phi_S(s^i)=\Phi_S(s)$ otherwise.

```lean
variable [DecidableEq ι]

/-- The configuration obtained from `s` by reversing the spin on site `i`. -/
def flipSite (i : ι) (s : ι → ℤˣ) : ι → ℤˣ := Function.update s i (-s i)
```

In the proof, `h` writes each spin after the flip as the old spin times $-1$ or $1$. The product of these factors over $S$ is $-1$ exactly when $i\in S$.

```lean
/-- Reversing one spin changes the sign of the clusters that contain its site and
leaves all other clusters unchanged. -/
theorem cluster_flipSite (S : Finset ι) (i : ι) (s : ι → ℤˣ) :
    cluster S (flipSite i s) = if i ∈ S then -cluster S s else cluster S s := by
  have h : ∀ j, ((flipSite i s j : ℤ) : ℝ)
      = (if j = i then -1 else 1) * ((s j : ℤ) : ℝ) := by
    intro j
    by_cases hj : j = i
    · subst hj
      simp [flipSite]
    · simp [flipSite, hj]
  simp only [cluster, h, Finset.prod_mul_distrib, Finset.prod_ite_eq']
  split_ifs <;> ring
```

With occupation numbers $n_i\in\{0,1\}$ in place of spins, the bound can fail. For one site and $D=n_1$, the mean square is $1/2$ and the squared flip error is 1, while $k=1$ would require 2. The number of sites in a cluster thus refers to the spin basis. Alloys of three or more species would need other site functions.

## All configurations carry equal weight

The uniform average describes independent sites with both species equally likely. In general it is neither a Boltzmann average at finite temperature nor an average at fixed composition.

The error is $D=\sum_S J_S\Phi_S$, with one real coefficient $J_S$ for each set of sites; no lattice symmetry is assumed. In a small periodic cell, a cluster that meets two images of the same site reduces to a smaller one, because the repeated spin squares to 1; $S$ contains only the sites that remain. `flipError D i` is the mean-square flip error at site $i$.

```lean
variable [Fintype ι]

/-- The energy function with cluster coefficients `J`. -/
def expansion (J : Finset ι → ℝ) (s : ι → ℤˣ) : ℝ := ∑ S, J S * cluster S s

/-- The uniform average over all spin configurations. -/
def avg (f : (ι → ℤˣ) → ℝ) : ℝ := (∑ s, f s) / 2 ^ Fintype.card ι

/-- The mean-square error in the energy of flipping site `i`, when the total energy
has the error `D`. -/
def flipError (D : (ι → ℤˣ) → ℝ) (i : ι) : ℝ :=
  avg fun s => (D s - D (flipSite i s)) ^ 2
```

Equal weights make different cluster functions orthogonal. If $S\ne T$, some site $i$ lies in exactly one of them, and flipping it reverses the sign of $\Phi_S\Phi_T$. The flip only permutes the configurations, so $\sum_s\Phi_S\Phi_T$ equals its own negative and vanishes. In the proof, `hex` finds the site, `hinv` shows that flipping twice restores the configuration, `e` is the permutation of the sum, and `hneg` is the change of sign.

```lean
/-- Two different cluster functions are orthogonal in the sum over configurations. -/
theorem sum_cluster_mul {S T : Finset ι} (h : S ≠ T) :
    ∑ s : ι → ℤˣ, cluster S s * cluster T s = 0 := by
  -- some site belongs to exactly one of the two clusters
  have hex : ∃ i, ¬(i ∈ S ↔ i ∈ T) := by
    by_contra hc
    exact h (Finset.ext fun i => not_not.mp fun hi => hc ⟨i, hi⟩)
  obtain ⟨i, hi⟩ := hex
  have hinv : Function.Involutive (flipSite i) := by
    intro s
    funext j
    by_cases hj : j = i
    · subst hj
      simp [flipSite]
    · simp [flipSite, hj]
  -- flipping that site permutes the configurations and reverses the sign
  have e : ∑ s, cluster S (flipSite i s) * cluster T (flipSite i s)
      = ∑ s, cluster S s * cluster T s :=
    Equiv.sum_comp (hinv.toPerm (flipSite i)) (fun s => cluster S s * cluster T s)
  have hneg : ∀ s, cluster S (flipSite i s) * cluster T (flipSite i s)
      = -(cluster S s * cluster T s) := by
    intro s
    rw [cluster_flipSite, cluster_flipSite]
    by_cases hS : i ∈ S <;> by_cases hT : i ∈ T <;> simp [hS, hT] at hi ⊢
  simp only [hneg, Finset.sum_neg_distrib] at e
  linarith
```

Expanding the square then leaves only the diagonal terms:
$$\langle D^2\rangle=\sum_{S,T}J_SJ_T\langle\Phi_S\Phi_T\rangle=\sum_S J_S^2 .$$
The `calc` block follows this line, and `Finset.sum_eq_single S` selects the term $T=S$.

```lean
/-- The mean square of an energy function is the sum of its squared coefficients. -/
theorem avg_expansion_sq (J : Finset ι → ℝ) :
    avg (fun s => expansion J s ^ 2) = ∑ S, J S ^ 2 := by
  have hc : ∑ _s : ι → ℤˣ, (1 : ℝ) = 2 ^ Fintype.card ι := by
    simp [Fintype.card_pi, Fintype.card_units_int]
  unfold avg
  rw [div_eq_iff (by positivity)]
  calc ∑ s, expansion J s ^ 2
      = ∑ s, ∑ S, ∑ T, J S * J T * (cluster S s * cluster T s) := by
        refine Finset.sum_congr rfl fun s _ => ?_
        rw [expansion, sq, Finset.sum_mul_sum]
        exact Finset.sum_congr rfl fun S _ => Finset.sum_congr rfl fun T _ => by ring
    _ = ∑ S, ∑ T, J S * J T * ∑ s, cluster S s * cluster T s := by
        rw [Finset.sum_comm]
        refine Finset.sum_congr rfl fun S _ => ?_
        rw [Finset.sum_comm]
        simp only [Finset.mul_sum]
    _ = ∑ S, J S ^ 2 * 2 ^ Fintype.card ι := by
        refine Finset.sum_congr rfl fun S _ => ?_
        rw [Finset.sum_eq_single S]
        · simp only [cluster_mul_self, hc]
          ring
        · intro T _ hT
          rw [sum_cluster_mul (Ne.symm hT), mul_zero]
        · intro h
          exact absurd (Finset.mem_univ S) h
    _ = (∑ S, J S ^ 2) * 2 ^ Fintype.card ι := by rw [Finset.sum_mul]
```

The error of a flip is itself an expansion, because clusters that avoid $i$ cancel and the others double:
$$D(s)-D(s^i)=\sum_{S\ni i}2J_S\,\Phi_S(s).$$
Its mean square is $4\sum_{S\ni i}J_S^2$. Summed over $i$, each cluster is counted once for each of its $|S|$ sites:
$$\sum_i\big\langle (D(s)-D(s^i))^2\big\rangle=4\sum_S|S|\,J_S^2 .$$
In the proof, `hd` is the first of these two formulas, `avg_expansion_sq` gives the mean square, and `Finset.sum_comm` exchanges the sums over sites and clusters so that the sites can be counted.

```lean
/-- Summed over all sites, the mean-square flip error weights each squared cluster
coefficient by four times the number of sites in the cluster. -/
theorem sum_flipError (J : Finset ι → ℝ) :
    ∑ i, flipError (expansion J) i = 4 * ∑ S, (S.card : ℝ) * J S ^ 2 := by
  -- only clusters through the flipped site survive, with doubled coefficient
  have hd : ∀ i s, expansion J s - expansion J (flipSite i s)
      = expansion (fun S => if i ∈ S then 2 * J S else 0) s := by
    intro i s
    simp only [expansion, cluster_flipSite]
    rw [← Finset.sum_sub_distrib]
    refine Finset.sum_congr rfl fun S _ => ?_
    split_ifs <;> ring
  simp only [flipError, hd, avg_expansion_sq]
  rw [Finset.sum_comm, Finset.mul_sum]
  refine Finset.sum_congr rfl fun S _ => ?_
  have hq : ∀ i, (if i ∈ S then 2 * J S else (0 : ℝ)) ^ 2
      = if i ∈ S then 4 * J S ^ 2 else 0 := by
    intro i
    split_ifs <;> ring
  simp only [hq, Finset.sum_ite_mem, Finset.univ_inter, Finset.sum_const, nsmul_eq_mul]
  ring
```

With arbitrary weights the bound can fail. Put all the weight on the configuration with three spins up, and let $D=s_1s_2+s_2s_3+s_1s_3$. Then $D=3$, and each flip changes it to $-1$. The squared flip errors sum to $3\cdot16=48$, below $4\cdot2\cdot9=72$.

## The error has no cluster of fewer than k sites

This is `hJ : ∀ S, S.card < k → J S = 0`. Physically, the truncated expansion has the exact coefficient for every cluster with fewer than $k$ sites, whatever its spatial extent. If distant pairs with nonzero coefficients are cut off, $k$ is at most 2, even when all triplets are omitted too. A fitted pair coefficient that is slightly wrong also puts a pair into $D$.

By hand, the condition enters only at the end: $|S|\ge k$ wherever $J_S\ne0$, so $4\sum_S|S|J_S^2\ge4k\sum_SJ_S^2$. The proof compares the sums term by term, with `hJ` disposing of the small clusters.

```lean
/-- If the truncation error contains only clusters of at least `k` sites, its mean-square
flip errors, summed over all sites, are at least `4k` times its mean square. -/
theorem flip_error_bound (J : Finset ι → ℝ) (k : ℕ) (hJ : ∀ S, S.card < k → J S = 0) :
    4 * k * avg (fun s => expansion J s ^ 2) ≤ ∑ i, flipError (expansion J) i := by
  rw [sum_flipError, avg_expansion_sq]
  have h : (k : ℝ) * ∑ S, J S ^ 2 ≤ ∑ S, (S.card : ℝ) * J S ^ 2 := by
    rw [Finset.mul_sum]
    refine Finset.sum_le_sum fun S _ => ?_
    by_cases hS : S.card < k
    · simp [hJ S hS]
    · have hk : (k : ℝ) ≤ S.card := by exact_mod_cast not_lt.mp hS
      exact mul_le_mul_of_nonneg_right hk (sq_nonneg _)
  linarith
```

Without the condition, a single cluster of $k-1$ sites gives $4(k-1)\langle D^2\rangle$, which is too small. Smaller clusters are harmless only if the mean of $|S|$, weighted by $J_S^2$, stays at least $k$.

The excess over the bound is $4\sum_S(|S|-k)J_S^2$, a sum of nonnegative terms. It vanishes exactly when every cluster present has $k$ sites. In the proof, `hn` is the nonnegativity and `hs` the formula for the excess.

```lean
/-- For a truncation error with only clusters of at least `k` sites, the bound is an
equality exactly when every cluster with nonzero coefficient has `k` sites. -/
theorem flip_error_eq_iff (J : Finset ι → ℝ) (k : ℕ) (hJ : ∀ S, S.card < k → J S = 0) :
    ∑ i, flipError (expansion J) i = 4 * k * avg (fun s => expansion J s ^ 2)
      ↔ ∀ S, J S ≠ 0 → S.card = k := by
  have hn : ∀ S ∈ Finset.univ, 0 ≤ ((S.card : ℝ) - k) * J S ^ 2 := by
    intro S _
    by_cases hS : S.card < k
    · simp [hJ S hS]
    · have hk : (k : ℝ) ≤ S.card := by exact_mod_cast not_lt.mp hS
      exact mul_nonneg (sub_nonneg.mpr hk) (sq_nonneg _)
  -- the excess over the bound is a sum of nonnegative terms
  have hs : ∑ i, flipError (expansion J) i - 4 * k * avg (fun s => expansion J s ^ 2)
      = 4 * ∑ S, ((S.card : ℝ) - k) * J S ^ 2 := by
    rw [sum_flipError, avg_expansion_sq]
    simp only [sub_mul, Finset.sum_sub_distrib, ← Finset.mul_sum]
    ring
  constructor
  · intro h S hS
    have h0 : ∑ S, ((S.card : ℝ) - k) * J S ^ 2 = 0 := by linarith
    have h1 := (Finset.sum_eq_zero_iff_of_nonneg hn).mp h0 S (Finset.mem_univ S)
    rcases mul_eq_zero.mp h1 with h2 | h2
    · exact_mod_cast sub_eq_zero.mp h2
    · exact absurd ((pow_eq_zero_iff two_ne_zero).mp h2) hS
  · intro h
    have h0 : ∑ S, ((S.card : ℝ) - k) * J S ^ 2 = 0 := by
      refine Finset.sum_eq_zero fun S _ => ?_
      by_cases hS : J S = 0
      · simp [hS]
      · simp [h S hS]
    rw [h0] at hs
    linarith
```

Here too `hJ` matters: for $D=s_1+s_1s_2s_3$ and $k=2$, both sides equal 16, although no cluster has two sites.

A three-site case shows the numbers. Let $D=s_1s_2+2s_1s_2s_3$, so $k=2$. Since $D=s_1s_2(1+2s_3)$, its square is 9 or 1 equally often, with mean 5. Flipping site 1 or 2 reverses $D$, with mean-square error $4\cdot5=20$ each. Flipping site 3 changes $D$ by $-4s_1s_2s_3$, with squared error 16. The sum is 56, in agreement with $4(2\cdot1+3\cdot4)$ and above the bound of 40.

## Which error is larger depends on the cell and cluster sizes

Whether the root-mean-square error is larger for flip energies or for the total energy depends on how $N$ compares with the cluster sizes in $D$. The comparison is between $\frac1N\sum_i\langle(D(s)-D(s^i))^2\rangle$ and $\langle D^2\rangle$, stated in the code after multiplication by $N$.

If $N<4k$, the flip error is larger. By hand, $N\langle D^2\rangle<4k\langle D^2\rangle$, and the bound does the rest. The proof joins the same two inequalities. The condition `hD` says that the error is not identically zero; for $D=0$ both sides vanish and the strict inequality fails. It also fails at $N=4k$ if all clusters present have $k$ sites.

```lean
/-- If a truncation error of nonzero mean square has only clusters of at least `k` sites and
there are fewer than `4k` sites, the summed flip error exceeds the number of sites times
the mean-square error of the total energy. -/
theorem flip_worse_than_total (J : Finset ι → ℝ) (k : ℕ)
    (hJ : ∀ S, S.card < k → J S = 0) (hk : Fintype.card ι < 4 * k)
    (hD : 0 < avg (fun s => expansion J s ^ 2)) :
    Fintype.card ι * avg (fun s => expansion J s ^ 2)
      < ∑ i, flipError (expansion J) i := by
  have hk' : (Fintype.card ι : ℝ) < 4 * k := by exact_mod_cast hk
  exact (mul_lt_mul_of_pos_right hk' hD).trans_le (flip_error_bound J k hJ)
```

If instead no cluster in $D$ has more than $m$ sites and $N>4m$, the flip error is smaller, because $4\sum_S|S|J_S^2\le4m\sum_SJ_S^2<N\langle D^2\rangle$. This is the usual situation in a large cell with omitted clusters of limited size: most of them do not contain the flipped site. The proof repeats the termwise comparison with the inequality reversed. A single cluster of $m+1$ sites in a cell of $4m+1$ sites shows that larger clusters can spoil the conclusion, since $4(m+1)>4m+1$.

```lean
/-- If a truncation error of nonzero mean square has only clusters of at most `m` sites and
there are more than `4m` sites, the summed flip error is below the number of sites times
the mean-square error of the total energy. -/
theorem flip_better_than_total (J : Finset ι → ℝ) (m : ℕ)
    (hJ : ∀ S, m < S.card → J S = 0) (hm : 4 * m < Fintype.card ι)
    (hD : 0 < avg (fun s => expansion J s ^ 2)) :
    ∑ i, flipError (expansion J) i
      < Fintype.card ι * avg (fun s => expansion J s ^ 2) := by
  have hm' : 4 * (m : ℝ) < Fintype.card ι := by exact_mod_cast hm
  refine lt_of_le_of_lt ?_ (mul_lt_mul_of_pos_right hm' hD)
  rw [sum_flipError, avg_expansion_sq]
  have h : ∑ S, (S.card : ℝ) * J S ^ 2 ≤ (m : ℝ) * ∑ S, J S ^ 2 := by
    rw [Finset.mul_sum]
    refine Finset.sum_le_sum fun S _ => ?_
    by_cases hS : m < S.card
    · simp [hJ S hS]
    · have hc : (S.card : ℝ) ≤ m := by exact_mod_cast not_lt.mp hS
      exact mul_le_mul_of_nonneg_right hc (sq_nonneg _)
  linarith

end

end ClusterFlipError
```

```lean
#print axioms ClusterFlipError.flip_error_bound
#print axioms ClusterFlipError.flip_error_eq_iff
#print axioms ClusterFlipError.flip_worse_than_total
#print axioms ClusterFlipError.flip_better_than_total
```

```
'ClusterFlipError.flip_error_bound' depends on axioms: [propext, Classical.choice, Quot.sound]
'ClusterFlipError.flip_error_eq_iff' depends on axioms: [propext, Classical.choice, Quot.sound]
'ClusterFlipError.flip_worse_than_total' depends on axioms: [propext, Classical.choice, Quot.sound]
'ClusterFlipError.flip_better_than_total' depends on axioms: [propext, Classical.choice, Quot.sound]
```

These statements concern single-site flips in a finite two-species cell; exchanges of two atoms, as used at fixed composition, change two spins at once and need a separate count.
